# With positive weights, the apparent rate of a multiexponential decay never rises and tends to the smallest rate

Take two components of equal weight with rates 1 and 3 s⁻¹. With $t$ in seconds, the signal is $f(t)=e^{-t}+e^{-3t}$, and its apparent rate in s⁻¹ is

$$R(t)=-\frac{f'(t)}{f(t)}=\frac{e^{-t}+3e^{-3t}}{e^{-t}+e^{-3t}}=1+\frac{2}{1+e^{2t}} .$$

It starts at 2 and falls towards 1, because the fast component dies out first and leaves the average to the slow one. A relaxation time read from the two ends of a window is about 0.64 s for the window from 0 to 1 s, and about 0.90 s for the window from 1 to 2 s.

The same happens for any finite number of components with positive weights and positive rates that are not all equal: the apparent rate falls towards the smallest rate. For such a signal, free of noise and with a known equilibrium value, a two-point longitudinal relaxation time $T_1$ taken from a measured or simulated recovery curve of the magnetization therefore depends on the window as well as on the sample.

## The signal and two ways to read a rate from it

```lean
import Mathlib

open Filter Topology

namespace MultiexponentialRecovery

noncomputable section

variable {ι : Type*} [Fintype ι]
```

The type `ι` is a finite set of labels, one for each exponential component.

```lean
/-- The deviation from equilibrium at time `t`: a sum of exponentials with weights `w i`
and relaxation rates `r i`. -/
def signal (w r : ι → ℝ) (t : ℝ) : ℝ := ∑ i, w i * Real.exp (-(r i * t))
```

This is $f(t)=\sum_i w_i e^{-r_i t}$, the deviation from equilibrium. For a magnetization that recovers from below, it is taken as the equilibrium value minus the magnetization, so that the signal is positive. The functions `w` and `r` assign a real weight and a real rate to each label, and `t` is any real number.

```lean
/-- The apparent relaxation rate `-f'(t) / f(t)` of the signal `f`, meant for times at which
the signal is nonzero. -/
def apparentRate (w r : ι → ℝ) (t : ℝ) : ℝ := -deriv (signal w r) t / signal w r t
```

This is $R(t)=-f'(t)/f(t)$, where `deriv` is the actual derivative of the signal. For a single exponential it equals the rate.

```lean
/-- The relaxation time read off from the two ends `a` and `b` of a fitting window, as if the
decay were a single exponential; meant for positive signals that differ at the two ends. -/
def fittedT1 (w r : ι → ℝ) (a b : ℝ) : ℝ :=
  (b - a) / (Real.log (signal w r a) - Real.log (signal w r b))
```

This is the two-point relaxation time

$$T_1(a,b)=\frac{b-a}{\ln f(a)-\ln f(b)} .$$

It uses only the two ends of the window, so a least-squares fit through many points is a different quantity.

## The apparent rate as a weighted mean

```lean
/-- Differentiating the signal in time multiplies the weight of each component by minus
its rate. -/
theorem hasDerivAt_signal (w r : ι → ℝ) (t : ℝ) :
    HasDerivAt (signal w r) (-signal (fun i => r i * w i) r t) t := by
  have h : ∀ i ∈ (Finset.univ : Finset ι),
      HasDerivAt (fun x : ℝ => w i * Real.exp (-(r i * x)))
        (-(r i * w i * Real.exp (-(r i * t)))) t := by
    intro i _
    have h1 : HasDerivAt (fun x : ℝ => -(r i * x)) (-(r i)) t :=
      ((hasDerivAt_id' t).const_mul (r i)).fun_neg.congr_deriv (by ring)
    exact (h1.exp.const_mul (w i)).congr_deriv (by ring)
  have hsum := HasDerivAt.fun_sum h
  rw [Finset.sum_neg_distrib] at hsum
  exact hsum
```

`HasDerivAt g c t` says that $g$ is differentiable at $t$ with derivative $c$. Here it says $f'(t)=-\sum_i r_i w_i e^{-r_i t}$. The right-hand side is again a `signal`, with weights $r_i w_i$, so the theorem can be applied to it a second time. The proof differentiates each term by the chain rule (`h`) and adds the results.

```lean
/-- Where the signal is nonzero, the apparent rate is the mean of the rates, each weighted by what
is left of its component at time `t`. -/
theorem apparentRate_eq (w r : ι → ℝ) (t : ℝ) :
    apparentRate w r t = signal (fun i => r i * w i) r t / signal w r t := by
  rw [apparentRate, (hasDerivAt_signal w r t).deriv, neg_neg]
```

Substituting the derivative gives

$$R(t)=\sum_i p_i(t)\,r_i,\qquad p_i(t)=\frac{w_i e^{-r_i t}}{f(t)} .$$

For at least one component and positive weights, the $p_i$ are positive and sum to one: they are the shares of the components in what is left of the signal.

```lean
variable [Nonempty ι] {w r : ι → ℝ}

/-- A nonempty sum of exponentials with positive weights is positive at all times. -/
theorem signal_pos (hw : ∀ i, 0 < w i) (t : ℝ) : 0 < signal w r t :=
  Finset.sum_pos (fun i _ => mul_pos (hw i) (Real.exp_pos _)) Finset.univ_nonempty
```

From here on there is at least one component (`Nonempty ι`), and `hw` says that every weight is positive. Each term of the sum is then positive, hence so is $f(t)$.

## The slope of the rate is minus a variance

```lean
/-- For positive weights, the apparent rate changes in time at minus the variance of the rates
over the components that are left. -/
theorem hasDerivAt_apparentRate (hw : ∀ i, 0 < w i) (t : ℝ) :
    HasDerivAt (apparentRate w r)
      (-(signal (fun i => (r i - apparentRate w r t) ^ 2 * w i) r t / signal w r t)) t := by
  have hf : signal w r t ≠ 0 := (signal_pos hw t).ne'
  have heq : apparentRate w r = fun x => signal (fun i => r i * w i) r x / signal w r x :=
    funext (apparentRate_eq w r)
  have hd := (hasDerivAt_signal (fun i => r i * w i) r t).fun_div (hasDerivAt_signal w r t) hf
  -- expand the square into the second, first and zeroth moments of the rates
  have hexp : ∀ c : ℝ, signal (fun i => (r i - c) ^ 2 * w i) r t =
      signal (fun i => r i * (r i * w i)) r t - 2 * c * signal (fun i => r i * w i) r t
        + c ^ 2 * signal w r t := by
    intro c
    simp only [signal, Finset.mul_sum, ← Finset.sum_sub_distrib, ← Finset.sum_add_distrib]
    exact Finset.sum_congr rfl (fun i _ => by ring)
  rw [hexp, apparentRate_eq, heq]
  refine hd.congr_deriv ?_
  field_simp
  ring
```

Write $S_n=\sum_i r_i^n w_i e^{-r_i t}$, so that $S_n'=-S_{n+1}$, $f=S_0$ and $R=S_1/S_0$. The quotient rule gives

$$R'=\frac{-S_2S_0+S_1^2}{S_0^2}=-\left(\frac{S_2}{S_0}-R^2\right)=-\sum_i p_i\,(r_i-R)^2 .$$

The last step expands the square and uses $\sum_i p_i r_i=R$. In Lean, `hd` is the quotient rule and `hexp` expands the square; `field_simp` and `ring` then match the two expressions. The theorem keeps the unnormalised weights and divides by the signal.

```lean
/-- For positive weights, the apparent rate never increases with time. -/
theorem apparentRate_antitone (hw : ∀ i, 0 < w i) : Antitone (apparentRate w r) := by
  refine antitone_of_deriv_nonpos
    (fun t => (hasDerivAt_apparentRate hw t).differentiableAt) (fun t => ?_)
  rw [(hasDerivAt_apparentRate hw t).deriv]
  refine neg_nonpos.mpr (div_nonneg (Finset.sum_nonneg fun i _ => ?_) (signal_pos hw t).le)
  exact mul_nonneg (mul_nonneg (sq_nonneg _) (hw i).le) (Real.exp_pos _).le
```

`Antitone` means that $t\le t'$ implies $R(t')\le R(t)$. A variance is nonnegative, so $R'\le 0$ everywhere.

Positive weights matter here. The signal $2e^{-t}-e^{-2t}$ is positive for all $t\ge 0$, yet its apparent rate rises from 0 at $t=0$ towards 1. Positivity of the signal at those times is therefore not enough.

```lean
/-- For positive weights, the apparent rate is strictly decreasing in time exactly when
at least two of the relaxation rates differ. -/
theorem apparentRate_strictAnti_iff (hw : ∀ i, 0 < w i) :
    StrictAnti (apparentRate w r) ↔ ∃ i j, r i ≠ r j := by
  constructor
  · intro h
    by_contra hne
    have hall : ∀ i j, r i = r j := fun i j => by
      by_contra hij
      exact hne ⟨i, j, hij⟩
    obtain ⟨k⟩ := ‹Nonempty ι›
    have : Nonempty ι := ⟨k⟩
    -- with a single common rate the apparent rate is constant
    have hc : ∀ t, apparentRate w r t = r k := by
      intro t
      rw [apparentRate_eq, div_eq_iff (signal_pos hw t).ne']
      simp only [signal, Finset.mul_sum]
      refine Finset.sum_congr rfl (fun i _ => ?_)
      rw [hall i k]
      ring
    have h01 := h (zero_lt_one : (0 : ℝ) < 1)
    rw [hc, hc] at h01
    exact lt_irrefl _ h01
  · rintro ⟨i, j, hij⟩
    refine strictAnti_of_deriv_neg (fun t => ?_)
    rw [(hasDerivAt_apparentRate hw t).deriv]
    -- some rate differs from the mean, so the variance is positive
    have hk : ∃ k, r k ≠ apparentRate w r t := by
      by_contra hne
      have hall : ∀ k, r k = apparentRate w r t := fun k => by
        by_contra hk
        exact hne ⟨k, hk⟩
      exact hij ((hall i).trans (hall j).symm)
    obtain ⟨k, hk⟩ := hk
    refine neg_lt_zero.mpr (div_pos (Finset.sum_pos' (fun l _ => ?_)
      ⟨k, Finset.mem_univ k, ?_⟩) (signal_pos hw t))
    · exact mul_nonneg (mul_nonneg (sq_nonneg _) (hw l).le) (Real.exp_pos _).le
    · exact mul_pos (mul_pos (pow_pos_of_ne hk) (hw k)) (Real.exp_pos _)
where
  pow_pos_of_ne {x y : ℝ} (h : x ≠ y) : 0 < (x - y) ^ 2 :=
    lt_of_le_of_ne (sq_nonneg _) (pow_ne_zero 2 (sub_ne_zero.mpr h)).symm
```

The apparent rate is strictly decreasing if and only if two rates differ. If all rates equal $r_k$, then $R(t)=r_k$ at all times (`hc`), which is not strictly decreasing. If $r_i\ne r_j$, they cannot both equal $R(t)$. Some $r_k$ therefore differs from the mean, its term $p_k(r_k-R)^2$ is positive, and $R'<0$. The helper after `where` says that the square of a nonzero difference is positive.

The step from slope to monotonicity is Mathlib's `strictAnti_of_deriv_neg`, and it deserves a closer look. It asks only for `deriv` to be negative everywhere, whereas `antitone_of_deriv_nonpos`, used for the weak version, also asks for differentiability. The reason is that Mathlib sets `deriv` to zero wherever a function is not differentiable. A negative value thus proves differentiability at that point, while a value that is merely nonpositive does not.

## Late times select the slowest component

```lean
/-- For positive weights, the apparent rate tends to the smallest relaxation rate at
late times. -/
theorem apparentRate_tendsto_min (hw : ∀ i, 0 < w i) :
    Tendsto (apparentRate w r) atTop (𝓝 (Finset.univ.inf' Finset.univ_nonempty r)) := by
  obtain ⟨k, -, hk⟩ := Finset.exists_mem_eq_inf' Finset.univ_nonempty r
  have hmin : ∀ i, r k ≤ r i := fun i => hk.ge.trans (Finset.inf'_le r (Finset.mem_univ i))
  rw [hk]
  -- relative to the slowest component, every faster one dies out
  have hN : Tendsto (fun t : ℝ => ∑ i, (r i - r k) * w i * Real.exp (-((r i - r k) * t)) / w k)
      atTop (𝓝 (∑ _i : ι, (0 : ℝ))) := by
    refine tendsto_finsetSum _ (fun i _ => ?_)
    rcases (hmin i).eq_or_lt with h | h
    · simp [h]
    · have h1 : Tendsto (fun t : ℝ => Real.exp (-((r i - r k) * t))) atTop (𝓝 0) :=
        Real.tendsto_exp_neg_atTop_nhds_zero.comp
          (tendsto_id.const_mul_atTop (sub_pos.mpr h))
      simpa using (h1.const_mul ((r i - r k) * w i)).div_const (w k)
  rw [Finset.sum_const_zero] at hN
  have hform : ∀ t, apparentRate w r t - r k =
      signal (fun i => (r i - r k) * w i) r t / signal w r t := by
    intro t
    rw [apparentRate_eq, eq_div_iff (signal_pos hw t).ne', sub_mul,
      div_mul_cancel₀ _ (signal_pos hw t).ne']
    simp only [signal, Finset.mul_sum, ← Finset.sum_sub_distrib]
    exact Finset.sum_congr rfl (fun i _ => by ring)
  have h0 : Tendsto (fun t => apparentRate w r t - r k) atTop (𝓝 0) := by
    refine squeeze_zero (fun t => ?_) (fun t => ?_) hN
    · rw [hform]
      exact div_nonneg (Finset.sum_nonneg fun i _ => mul_nonneg
        (mul_nonneg (sub_nonneg.mpr (hmin i)) (hw i).le) (Real.exp_pos _).le)
        (signal_pos hw t).le
    · rw [hform, div_le_iff₀ (signal_pos hw t)]
      have hone : w k * Real.exp (-(r k * t)) ≤ signal w r t :=
        Finset.single_le_sum (f := fun i => w i * Real.exp (-(r i * t)))
          (fun i _ => mul_nonneg (hw i).le (Real.exp_pos _).le) (Finset.mem_univ k)
      refine le_trans (le_of_eq ?_) (mul_le_mul_of_nonneg_left hone
        (Finset.sum_nonneg fun i _ => div_nonneg (mul_nonneg
          (mul_nonneg (sub_nonneg.mpr (hmin i)) (hw i).le) (Real.exp_pos _).le) (hw k).le))
      rw [signal, Finset.sum_mul]
      refine Finset.sum_congr rfl (fun i _ => ?_)
      have hwk := (hw k).ne'
      rw [show -(r i * t) = -((r i - r k) * t) + -(r k * t) by ring, Real.exp_add]
      field_simp
  simpa using h0.add_const (r k)
```

The expression with `inf'` is the minimum of the rates, and `Tendsto … atTop (𝓝 …)` is the limit $t\to\infty$. Let $r_k$ be the minimum. Then `hform` states

$$R(t)-r_k=\frac{\sum_i (r_i-r_k)\,w_i e^{-r_i t}}{f(t)} .$$

No term in the numerator is negative, and $f(t)\ge w_k e^{-r_k t}$ (`hone`), so

$$0\le R(t)-r_k\le\sum_i (r_i-r_k)\,\frac{w_i}{w_k}\,e^{-(r_i-r_k)t} .$$

On the right, terms with $r_i=r_k$ vanish and the others decay, so the sum tends to zero (`hN`). The lemma `squeeze_zero` concludes. The rates may have any sign here.

## A later window gives a longer two-point T1

```lean
/-- For positive weights and positive rates that are not all equal, delaying a fitting window
of fixed length by `s > 0` gives a strictly longer two-point relaxation time. -/
theorem fittedT1_lt_of_later_window (hw : ∀ i, 0 < w i) (hpos : ∀ i, 0 < r i)
    (hr : ∃ i j, r i ≠ r j) {a b s : ℝ} (hab : a < b) (hs : 0 < s) :
    fittedT1 w r a b < fittedT1 w r (a + s) (b + s) := by
  have hlog : ∀ t, HasDerivAt (fun x => Real.log (signal w r x)) (-apparentRate w r t) t :=
    fun t => ((hasDerivAt_signal w r t).log (signal_pos hw t).ne').congr_deriv
      (by rw [apparentRate_eq]; ring)
  -- the logarithmic loss during a delay `s` shrinks as time goes on
  have hg : StrictAnti
      (fun x => Real.log (signal w r x) - Real.log (signal w r (x + s))) := by
    refine strictAnti_of_deriv_neg (fun x => ?_)
    rw [((hlog x).fun_sub (HasDerivAt.comp_add_const x s (hlog (x + s)))).deriv]
    have := (apparentRate_strictAnti_iff hw).mpr hr (show x < x + s by linarith)
    linarith
  have hdrop := hg hab
  -- positive rates make the signal itself decay
  have hdecay : signal w r (b + s) < signal w r (a + s) := by
    refine Finset.sum_lt_sum_of_nonempty Finset.univ_nonempty (fun i _ => ?_)
    refine mul_lt_mul_of_pos_left (Real.exp_lt_exp.mpr ?_) (hw i)
    have := mul_pos (hpos i) (sub_pos.mpr hab)
    linarith
  have hl := Real.log_lt_log (signal_pos hw (b + s)) hdecay
  rw [fittedT1, fittedT1, show b + s - (a + s) = b - a by ring]
  refine div_lt_div_of_pos_left (sub_pos.mpr hab) (sub_pos.mpr hl) ?_
  dsimp only at hdrop
  linarith

end

end MultiexponentialRecovery
```

Now all rates are positive and two of them differ. The window from $a$ to $b$, with $a<b$, is moved by $s>0$ without changing its length. Let

$$g(x)=\ln f(x)-\ln f(x+s).$$

Since $(\ln f)'=-R$ (`hlog`), we have $g'(x)=R(x+s)-R(x)<0$. Hence $g(b)<g(a)$, which rearranges to

$$\ln f(a+s)-\ln f(b+s)<\ln f(a)-\ln f(b).$$

Positive rates make $f$ decrease (`hdecay`), so the left-hand side is positive. Dividing the common length $b-a$ by the smaller positive drop gives the larger result: $T_1(a,b)<T_1(a+s,b+s)$.

```lean
#print axioms MultiexponentialRecovery.apparentRate_antitone
-- 'MultiexponentialRecovery.apparentRate_antitone' depends on axioms: [propext, Classical.choice, Quot.sound]
#print axioms MultiexponentialRecovery.apparentRate_tendsto_min
-- 'MultiexponentialRecovery.apparentRate_tendsto_min' depends on axioms: [propext, Classical.choice, Quot.sound]
#print axioms MultiexponentialRecovery.fittedT1_lt_of_later_window
-- 'MultiexponentialRecovery.fittedT1_lt_of_later_window' depends on axioms: [propext, Classical.choice, Quot.sound]
```
